# The free Feshbach–Villars Hamiltonian: H² = p² + m², pseudo-Hermiticity and the sign of the charge

## Definitions and conventions

Units are ħ = c = 1. The particle has a real mass m and a real momentum p = (pₖ) with d components, where d is any natural number, and p² means p·p = Σₖ pₖ². At d = 0 the sum is empty, p² = 0, and everything below describes a particle at rest. An amplitude is a vector v = (v₀, v₁) in ℂ², with components numbered 0 and 1 as in Lean's `Fin 2`. A bar denotes complex conjugation, † the conjugate transpose (`ᴴ` in Lean), and 1 also stands for the 2×2 identity matrix. The line `open scoped ComplexOrder` fixes what an inequality between complex numbers means: 0 < z holds exactly when z has zero imaginary part and positive real part.

```lean
import Mathlib

open Matrix Complex ComplexConjugate
open scoped ComplexOrder

namespace FeshbachVillars

noncomputable section

variable {d : ℕ}
```

Matrices are written by rows. The two Pauli matrices needed are

    σ₂ = [[0, −i], [i, 0]],    σ₃ = [[1, 0], [0, −1]].

```lean
/-- The Pauli matrix σ₂. -/
def σ2 : Matrix (Fin 2) (Fin 2) ℂ := !![0, -I; I, 0]

/-- The Pauli matrix σ₃. -/
def σ3 : Matrix (Fin 2) (Fin 2) ℂ := !![1, 0; 0, -1]
```

The kinetic term is the real number

    a = p²/(2m),

called `kin m p`, with p² written `p ⬝ᵥ p`. At m = 0 Lean's division returns a = 0, so the statements that place no condition on m are true there but concern the zero matrix and have no physical content.

```lean
/-- The kinetic term p²/(2m) for a momentum p in d dimensions. -/
def kin (m : ℝ) (p : Fin d → ℝ) : ℝ := p ⬝ᵥ p / (2 * m)
```

The Hamiltonian at fixed momentum is the complex 2×2 matrix

    H = a (σ₃ + iσ₂) + m σ₃.

```lean
/-- The Feshbach-Villars Hamiltonian H = (σ₃ + iσ₂) p²/(2m) + m σ₃. -/
def fvH (m : ℝ) (p : Fin d → ℝ) : Matrix (Fin 2) (Fin 2) ℂ :=
  (kin m p : ℂ) • (σ3 + I • σ2) + (m : ℂ) • σ3
```

It comes from the Klein–Gordon equation. A field amplitude χ(t) of momentum p obeys −d²χ/dt² = (p² + m²)χ. With

    ψ₀ = ½ (χ + (i/m) dχ/dt),    ψ₁ = ½ (χ − (i/m) dχ/dt),

one has i d(ψ₀ + ψ₁)/dt = m(ψ₀ − ψ₁) and i d(ψ₀ − ψ₁)/dt = (2a + m)(ψ₀ + ψ₁), and this pair is i dψ/dt = Hψ. The Lean code takes H as a definition, so this reduction, like the numerical examples and the operator version further down, is algebra on paper that the kernel has not seen.

The charge form on amplitudes is

    ⟨u, σ₃v⟩ = u†σ₃v,

antilinear in u and linear in v; `star u` conjugates each component. The number ⟨v, σ₃v⟩ is called the charge of v.

```lean
/-- The indefinite charge form ⟨u, σ₃ v⟩ on two-component amplitudes. -/
def form (u v : Fin 2 → ℂ) : ℂ := star u ⬝ᵥ (σ3 *ᵥ v)
```

For χ = e^(−iEt) with real E the amplitude ψ is proportional to (m + E, m − E). This unnormalised vector is `mode m E`.

```lean
/-- The two-component amplitude (m + E, m - E). -/
def mode (m E : ℝ) : Fin 2 → ℂ := ![(m : ℂ) + E, (m : ℂ) - E]
```

## Components

Since iσ₂ = [[0, 1], [−1, 0]], the matrix multiplying a is σ₃ + iσ₂ = [[1, 1], [−1, −1]], and

    H = [[a + m, a], [−a, −(a + m)]].

The proof of `fvH_eq` compares the four entries, which `fin_cases` runs through. The entries are real and the off-diagonal ones have opposite signs, so H is not Hermitian unless a = 0.

```lean
/-- The entries of H, with a = p²/(2m): rows (a + m, a) and (-a, -(a + m)). -/
theorem fvH_eq (m : ℝ) (p : Fin d → ℝ) :
    fvH m p = !![(kin m p : ℂ) + m, (kin m p : ℂ); -(kin m p : ℂ), -((kin m p : ℂ) + m)] := by
  ext i j
  fin_cases i <;> fin_cases j <;> simp [fvH, σ2, σ3]
  ring
```

Acting on an amplitude,

    (Hv)₀ = (a + m)v₀ + a v₁,    (Hv)₁ = −a v₀ − (a + m)v₁.

```lean
/-- The components of H v, with a = p²/(2m). -/
theorem fvH_mulVec (m : ℝ) (p : Fin d → ℝ) (v : Fin 2 → ℂ) :
    fvH m p *ᵥ v = ![((kin m p : ℂ) + m) * v 0 + (kin m p : ℂ) * v 1,
      -(kin m p : ℂ) * v 0 - ((kin m p : ℂ) + m) * v 1] := by
  rw [fvH_eq]
  ext i
  fin_cases i <;> simp [mulVec, dotProduct, Fin.sum_univ_two]
  ring
```

The charge form in components is

    ⟨u, σ₃v⟩ = ū₀v₀ − ū₁v₁.

The charge |v₀|² − |v₁|² is therefore real, and it takes both signs: it is +1 on (1, 0), −1 on (0, 1) and 0 on (1, 1).

```lean
/-- In components, ⟨u, σ₃ v⟩ = u₀* v₀ - u₁* v₁. -/
theorem form_eq (u v : Fin 2 → ℂ) : form u v = conj (u 0) * v 0 - conj (u 1) * v 1 := by
  simp [form, σ3, mulVec, dotProduct, Fin.sum_univ_two]
  ring
```

## The square of H

Multiplying the explicit matrix by itself gives the off-diagonal entries (a + m)a − a(a + m) = 0 and −a(a + m) + (a + m)a = 0, and both diagonal entries equal

    (a + m)² − a² = 2ma + m².

For m ≠ 0 the definition of a gives 2ma = p², hence

    H² = (p² + m²)·1.

In `fvH_sq` the relation 2ma = p² is `h`, and `hc` is the same relation in ℂ. The diagonal entries close by `linear_combination hc`, and the off-diagonal ones are ring identities. The sign of m plays no part.

```lean
/-- For nonzero mass, H² = (p² + m²) times the identity. -/
theorem fvH_sq {m : ℝ} (hm : m ≠ 0) (p : Fin d → ℝ) :
    fvH m p * fvH m p = ((p ⬝ᵥ p + m ^ 2 : ℝ) : ℂ) • (1 : Matrix (Fin 2) (Fin 2) ℂ) := by
  -- the only input is 2 m a = p²
  have h : 2 * m * kin m p = p ⬝ᵥ p := by unfold kin; field_simp
  have hc : (2 : ℂ) * m * kin m p = ((p ⬝ᵥ p : ℝ) : ℂ) := by exact_mod_cast h
  rw [fvH_eq]
  ext i j
  fin_cases i <;> fin_cases j <;> simp [Matrix.mul_apply, Fin.sum_univ_two] <;>
    first | linear_combination hc | ring1
```

## Pseudo-Hermiticity

The entries being real, H† is the transpose,

    H† = [[a + m, −a], [a, −(a + m)]],

which is `hH` in the proof. Multiplying a 2×2 matrix by σ₃ on both sides keeps its diagonal and reverses the sign of its off-diagonal entries, so

    σ₃ H† σ₃ = H.

Because σ₃² = 1, this is the same as H†σ₃ = σ₃H: the matrix σ₃H is Hermitian, and ⟨Hu, σ₃v⟩ = ⟨u, σ₃Hv⟩ for all u and v. The reality of m and p is built into their types, and no other hypothesis appears.

```lean
/-- H is pseudo-Hermitian: σ₃ H† σ₃ = H. -/
theorem fvH_pseudoHermitian (m : ℝ) (p : Fin d → ℝ) : σ3 * (fvH m p)ᴴ * σ3 = fvH m p := by
  have hH : (fvH m p)ᴴ =
      !![(kin m p : ℂ) + m, -(kin m p : ℂ); (kin m p : ℂ), -((kin m p : ℂ) + m)] := by
    rw [fvH_eq]
    ext i j
    fin_cases i <;> fin_cases j <;> simp [conjTranspose_apply]
  rw [hH, fvH_eq, σ3, Matrix.mul_fin_two, Matrix.mul_fin_two]
  simp
```

## The energy form

Inserting the components of Hv into the charge form,

    ⟨v, σ₃Hv⟩ = v̄₀[(a + m)v₀ + a v₁] + v̄₁[a v₀ + (a + m)v₁]
               = m(|v₀|² + |v₁|²) + a(|v₀|² + |v₁|² + v̄₀v₁ + v̄₁v₀)
               = m(|v₀|² + |v₁|²) + a|v₀ + v₁|².

The identity holds for every v. In Lean |z|² is `normSq z`, a real number, and the right side is a real expression cast to ℂ. The proof rewrites each |z|² as z̄z and lets `ring` do the expansion.

```lean
/-- The energy form: ⟨v, σ₃ H v⟩ = m (|v₀|² + |v₁|²) + (p²/2m) |v₀ + v₁|². -/
theorem energy_form (m : ℝ) (p : Fin d → ℝ) (v : Fin 2 → ℂ) :
    form v (fvH m p *ᵥ v) =
      ((m * (normSq (v 0) + normSq (v 1)) + kin m p * normSq (v 0 + v 1) : ℝ) : ℂ) := by
  rw [form_eq, fvH_mulVec]
  push_cast
  simp only [Complex.normSq_eq_conj_mul_self, map_add, Matrix.cons_val_zero,
    Matrix.cons_val_one]
  ring
```

## Eigenvalues and the sign of the charge

Let m > 0, let v ≠ 0, and let Hv = Ev with E complex. For p² ≠ 0 the matrix H is not Hermitian, so the reality of E does not come from Hermiticity and is derived here from the square of H, by an argument that also covers p² = 0. Applying H twice gives H²v = E²v, and comparing with the square of H,

    (E² − (p² + m²)) v = 0,    so    E² = p² + m².

Write E = x + iy with x and y real. The imaginary and real parts of this equation are

    2xy = 0,    x² − y² = p² + m².

If y ≠ 0 then x = 0, and −y² = p² + m² would follow, which is impossible because the left side is at most zero and the right side is at least m² > 0. Hence y = 0.

For the charge, linearity in the second argument gives

    E ⟨v, σ₃v⟩ = ⟨v, σ₃Hv⟩ = m(|v₀|² + |v₁|²) + a|v₀ + v₁|².

The first term is positive because m > 0 and v ≠ 0, and the second is non-negative because a ≥ 0.

The theorem `feshbach_villars` states, for every d, every m > 0 and every p, the two matrix identities together with this: for all complex E and all nonzero v with `fvH m p *ᵥ v = E • v`, the imaginary part of E vanishes, E² = p² + m², and `0 < E * form v v`. In the order on ℂ the last clause says that E⟨v, σ₃v⟩ is real and positive. As E and the charge are both real, an eigenvector has nonzero charge of the same sign as its eigenvalue. No normalisation of v is assumed.

The proof follows the steps above. `h1` applies H twice, `h2` and `hE` cancel the nonzero vector, and `hr` and `hi` are the real and imaginary parts, with `nlinarith` producing the contradiction from p² ≥ 0 (`hP`), y² ≥ 0 and m² > 0. Then `h3` turns E times the charge into the energy form, `hN` shows |v₀|² + |v₁|² > 0 because otherwise both components vanish, and `hk` is a ≥ 0.

```lean
/-- For m > 0: H² = p² + m², σ₃ H† σ₃ = H, and every eigenvector v with complex eigenvalue E
has E real, E² = p² + m², and E ⟨v, σ₃ v⟩ real and positive. -/
theorem feshbach_villars {m : ℝ} (hm : 0 < m) (p : Fin d → ℝ) :
    fvH m p * fvH m p = ((p ⬝ᵥ p + m ^ 2 : ℝ) : ℂ) • (1 : Matrix (Fin 2) (Fin 2) ℂ) ∧
    σ3 * (fvH m p)ᴴ * σ3 = fvH m p ∧
    ∀ (E : ℂ) (v : Fin 2 → ℂ), v ≠ 0 → fvH m p *ᵥ v = E • v →
      E.im = 0 ∧ E ^ 2 = ((p ⬝ᵥ p + m ^ 2 : ℝ) : ℂ) ∧ 0 < E * form v v := by
  refine ⟨fvH_sq hm.ne' p, fvH_pseudoHermitian m p, fun E v hv h => ?_⟩
  have hP : 0 ≤ p ⬝ᵥ p := Finset.sum_nonneg fun i _ => mul_self_nonneg _
  -- apply H twice to get the dispersion relation
  have h1 : (fvH m p * fvH m p) *ᵥ v = E ^ 2 • v := by
    rw [← mulVec_mulVec, h, mulVec_smul, h, smul_smul, pow_two E]
  rw [fvH_sq hm.ne' p, smul_mulVec, one_mulVec] at h1
  have h2 : (E ^ 2 - ((p ⬝ᵥ p + m ^ 2 : ℝ) : ℂ)) • v = 0 := by rw [sub_smul, h1, sub_self]
  have hE : E ^ 2 = ((p ⬝ᵥ p + m ^ 2 : ℝ) : ℂ) :=
    sub_eq_zero.1 ((smul_eq_zero.1 h2).resolve_right hv)
  refine ⟨?_, hE, ?_⟩
  · -- a complex number with positive real square is real
    have hr := congrArg Complex.re hE
    have hi := congrArg Complex.im hE
    rw [pow_two E, mul_re, ofReal_re] at hr
    rw [pow_two E, mul_im, ofReal_im] at hi
    by_contra hne
    have h0 : E.re * E.im = 0 := by linarith
    rw [(mul_eq_zero.1 h0).resolve_right hne] at hr
    nlinarith [mul_self_nonneg E.im, mul_pos hm hm]
  · -- on an eigenvector, E times the charge is the energy form
    have h3 : E * form v v = form v (fvH m p *ᵥ v) := by
      rw [h]
      simp only [form_eq, Pi.smul_apply, smul_eq_mul]
      ring
    have hN : 0 < normSq (v 0) + normSq (v 1) := by
      by_contra hc
      have hc' := not_lt.1 hc
      have n0 := normSq_nonneg (v 0)
      have n1 := normSq_nonneg (v 1)
      have z0 : v 0 = 0 := normSq_eq_zero.1 (by linarith)
      have z1 : v 1 = 0 := normSq_eq_zero.1 (by linarith)
      apply hv
      ext i
      fin_cases i
      · exact z0
      · exact z1
    have hk : 0 ≤ kin m p := div_nonneg hP (by positivity)
    rw [h3, energy_form]
    exact Complex.zero_lt_real.2
      (add_pos_of_pos_of_nonneg (mul_pos hm hN) (mul_nonneg hk (normSq_nonneg _)))
```

Both hypotheses are used. For m = −1 and p = 0 one has a = 0 and H = −σ₃. The identities H² = 1 and σ₃H†σ₃ = H survive, but v = (1, 0) has E = −1 and charge +1, so E⟨v, σ₃v⟩ = −1. For v = 0 the equation Hv = Ev holds with any E, for instance E = i, which is not real, and the charge is zero.

## The two modes

Conversely, let m ≠ 0 and let E be real with E² = p² + m², of either sign. For w = (m + E, m − E),

    (Hw)₀ = (a + m)(m + E) + a(m − E) = 2ma + m² + mE = E² + mE = E w₀,
    (Hw)₁ = −a(m + E) − (a + m)(m − E) = −2ma − m² + mE = −E² + mE = E w₁.

The vector is nonzero because w₀ + w₁ = 2m, and its charge is

    ⟨w, σ₃w⟩ = (m + E)² − (m − E)² = 4mE.

For m > 0 the normalised mode w/√(4m|E|) has charge +1 when E > 0 and −1 when E < 0, and E times its charge is |E|. In `mode_eigenvector` the combination `(h0 + h1) / 2` is the sum of the components divided by two, and the two component equations use `hc` (2ma = p²) and `hE'` (the dispersion relation in ℂ) with opposite signs.

```lean
/-- For nonzero mass and any real E with E² = p² + m², the amplitude (m + E, m - E) is a
nonzero eigenvector of H with eigenvalue E and charge 4 m E. -/
theorem mode_eigenvector {m E : ℝ} (hm : m ≠ 0) (p : Fin d → ℝ)
    (hE : E ^ 2 = p ⬝ᵥ p + m ^ 2) :
    mode m E ≠ 0 ∧ fvH m p *ᵥ mode m E = (E : ℂ) • mode m E ∧
      form (mode m E) (mode m E) = 4 * (m : ℂ) * E := by
  have h : 2 * m * kin m p = p ⬝ᵥ p := by unfold kin; field_simp
  have hc : (2 : ℂ) * m * kin m p = ((p ⬝ᵥ p : ℝ) : ℂ) := by exact_mod_cast h
  have hE' : (E : ℂ) ^ 2 = ((p ⬝ᵥ p : ℝ) : ℂ) + (m : ℂ) ^ 2 := by exact_mod_cast hE
  have e0 : mode m E 0 = (m : ℂ) + E := rfl
  have e1 : mode m E 1 = (m : ℂ) - E := rfl
  refine ⟨fun hz => ?_, ?_, ?_⟩
  · have h0 : (m : ℂ) + E = 0 := congrFun hz 0
    have h1 : (m : ℂ) - E = 0 := congrFun hz 1
    have h2 : (m : ℂ) = 0 := by linear_combination (h0 + h1) / 2
    exact hm (by exact_mod_cast h2)
  · rw [fvH_mulVec, e0, e1]
    ext i
    fin_cases i
    · simp [mode]
      linear_combination hc - hE'
    · simp [mode]
      linear_combination hE' - hc
  · rw [form_eq, e0, e1]
    simp only [map_add, map_sub, conj_ofReal]
    ring
```

As an instance take d = 2, m = 1, p = (2, 2). Then p² = 8, a = 4 and

    H = [[5, 4], [−4, −5]],    H² = [[25 − 16, 20 − 20], [−20 + 20, −16 + 25]] = 9·1.

For E = 3 the mode is w₊ = (4, −2), with Hw₊ = (12, −6) = 3w₊ and charge 16 − 4 = 12. For E = −3 it is w₋ = (−2, 4), with Hw₋ = (6, −12) = −3w₋ and charge 4 − 16 = −12. In both cases E times the charge is 36, in agreement with the energy form 1·20 + 4·2² = 36. The normalised modes (2, −1)/√3 and (−1, 2)/√3 have charges +1 and −1, and E times the charge is 3 for each.

## Orthogonality in the charge form

Let m > 0, Hu = Eu and Hv = E′v with E ≠ E′. If u = 0 the form vanishes at once. Otherwise E is real by the main theorem, and the symmetry of H for the charge form gives

    E′⟨u, σ₃v⟩ = ⟨u, σ₃Hv⟩ = ⟨Hu, σ₃v⟩ = Ē⟨u, σ₃v⟩ = E⟨u, σ₃v⟩,

so (E − E′)⟨u, σ₃v⟩ = 0 and ⟨u, σ₃v⟩ = 0. The statement allows complex E and E′ and vanishing u or v. In the proof `hE` is Ē = E, the symmetry `hs` is verified directly in components and not taken from `fvH_pseudoHermitian`, and `h0` is the factorised equation. In the instance above ⟨w₊, σ₃w₋⟩ = 4·(−2) − (−2)·4 = 0, while the ordinary inner product w₊†w₋ is −16.

```lean
/-- For m > 0, if H u = E u and H v = E' v with E ≠ E', then ⟨u, σ₃ v⟩ = 0. -/
theorem form_orthogonal {m : ℝ} (hm : 0 < m) (p : Fin d → ℝ) {E E' : ℂ} {u v : Fin 2 → ℂ}
    (hu : fvH m p *ᵥ u = E • u) (hv : fvH m p *ᵥ v = E' • v) (hne : E ≠ E') :
    form u v = 0 := by
  by_cases hu0 : u = 0
  · simp [form_eq, hu0]
  have hE : conj E = E := conj_eq_iff_im.2 ((feshbach_villars hm p).2.2 E u hu0 hu).1
  -- H is symmetric for the charge form
  have hs : form u (fvH m p *ᵥ v) = form (fvH m p *ᵥ u) v := by
    simp only [form_eq, fvH_mulVec, Matrix.cons_val_zero, Matrix.cons_val_one,
      map_add, map_sub, map_mul, map_neg, conj_ofReal]
    ring
  rw [hu, hv] at hs
  simp only [form_eq, Pi.smul_apply, smul_eq_mul, map_mul, hE] at hs
  have h0 : (E - E') * form u v = 0 := by
    rw [form_eq]
    linear_combination -hs
  exact (mul_eq_zero.1 h0).resolve_left (sub_ne_zero.2 hne)
```

## Conservation of the charge

Let φ(s) and ψ(s) be amplitudes depending on a real time s, both satisfying dψ/ds = −iHψ at s = t, with the same m and p. The product rule, with the conjugation of −i in the first argument, gives

    d/ds ⟨φ, σ₃ψ⟩ = ⟨−iHφ, σ₃ψ⟩ + ⟨φ, σ₃(−iHψ)⟩ = i⟨Hφ, σ₃ψ⟩ − i⟨φ, σ₃Hψ⟩ = 0.

The hypotheses `hφ` and `hψ` are `HasDerivAt` statements at the single time t, and so is the conclusion: the function s ↦ ⟨φ(s), σ₃ψ(s)⟩ has derivative 0 at t. The equation of motion is assumed, and the theorem does not construct solutions or integrate the derivative over an interval. Taking φ = ψ gives the charge itself. In the proof `hasDerivAt_pi` splits the vector equations into components, `hd` is the product rule applied to φ̄₀ψ₀ − φ̄₁ψ₁, and `ring` confirms the cancellation after Hφ and Hψ are expanded.

```lean
/-- If φ and ψ obey dψ/dt = -i H ψ at time t, then ⟨φ, σ₃ ψ⟩ has zero time derivative at t. -/
theorem charge_conserved (m : ℝ) (p : Fin d → ℝ) {φ ψ : ℝ → Fin 2 → ℂ} {t : ℝ}
    (hφ : HasDerivAt φ ((-I) • (fvH m p *ᵥ φ t)) t)
    (hψ : HasDerivAt ψ ((-I) • (fvH m p *ᵥ ψ t)) t) :
    HasDerivAt (fun s => form (φ s) (ψ s)) 0 t := by
  have a := hasDerivAt_pi.1 hφ
  have b := hasDerivAt_pi.1 hψ
  -- product rule on each component
  have hd := ((a 0).star.fun_mul (b 0)).fun_sub ((a 1).star.fun_mul (b 1))
  have hf : (fun s => form (φ s) (ψ s)) =
      fun s => star (φ s 0) * ψ s 0 - star (φ s 1) * ψ s 1 := funext fun s => form_eq _ _
  rw [hf]
  refine hd.congr_deriv ?_
  simp only [fvH_mulVec, Pi.smul_apply, smul_eq_mul, Matrix.cons_val_zero, Matrix.cons_val_one,
    Complex.star_def, map_add, map_sub, map_mul, map_neg, conj_ofReal, conj_I]
  ring

end

end FeshbachVillars
```

```lean
#print axioms FeshbachVillars.fvH_pseudoHermitian
#print axioms FeshbachVillars.mode_eigenvector
#print axioms FeshbachVillars.form_orthogonal
#print axioms FeshbachVillars.charge_conserved
```

```
'FeshbachVillars.fvH_pseudoHermitian' depends on axioms: [propext, Classical.choice, Quot.sound]
'FeshbachVillars.mode_eigenvector' depends on axioms: [propext, Classical.choice, Quot.sound]
'FeshbachVillars.form_orthogonal' depends on axioms: [propext, Classical.choice, Quot.sound]
'FeshbachVillars.charge_conserved' depends on axioms: [propext, Classical.choice, Quot.sound]
```

## Scope and an operator version

For a free spin-0 particle at one fixed momentum, these results identify the indefinite form ⟨·, σ₃·⟩ as a conserved quantity and tie the sign of the charge to the sign of the frequency, the property behind reading the two modes as particle and antiparticle. The Feshbach–Villars equation in position space has p = −i∇, a charge ∫ψ†σ₃ψ over all space, a current, and a coupling to electromagnetic potentials. The 2×2 matrix treated here is a single Fourier component of the free equation, and it contains no wave packets, potentials or second quantisation.

A model closer to a computation on a grid or in an orthonormal basis would replace the number p² by a Hermitian positive semidefinite n×n matrix K, such as a discretised −∇², and set

    H = (σ₃ + iσ₂) ⊗ K/(2m) + m σ₃ ⊗ 1

on ℂ² ⊗ ℂⁿ. The components v₀ and v₁ would be vectors in ℂⁿ, the square would read H² = 1 ⊗ (K + m²), the last term of the energy form would become (v₀ + v₁)†K(v₀ + v₁)/(2m), and E² would be an eigenvalue of K + m² in place of one fixed number. An electrostatic potential energy V enters as V times the identity, and the sign of E then depends on where the zero of energy is placed. A real constant V, which only moves that zero, keeps σ₃H†σ₃ = H, shifts every eigenvalue by V and leaves the eigenvectors alone, so in the instance above V = 4 would give w₋ the eigenvalue +1 with negative charge.
